# One site, one phonon mode: the one-phonon Dyson equation puts the polaron too high and gives it too much zero-phonon weight

Let an exciton on a single site emit at most one phonon. With phonon energy w = 1, coupling g = √2 and bare exciton energy 0, the zero- and one-phonon states give the matrix

H₂ = [[0, √2], [√2, 1]]

Its eigenvalues solve z(z − 1) = 2, so they are −1 and 2. The lower eigenvector is proportional to (1, −1/√2), and its normalised zero-phonon weight is 1/(1 + 1/2) = 2/3. With all phonon numbers allowed, the polaron has energy −g²/w = −2 and zero-phonon weight exp(−2) ≈ 0.135. The missing multi-phonon states account for both errors.

## Energy, spacing and weight at any coupling

Let w > 0, g ≠ 0, and let S = g²/w² be the Huang-Rhys factor. The one-phonon Dyson equation z = g²/(z − w) has exactly two roots,

E± = (w ± R)/2, R = √(w² + 4g²)

and they satisfy

E₋ > −g²/w

E₊ − E₋ = R > w

(1 + 1/√(1 + 4S))/2 > exp(−S)

The left side of the last line is the Dyson weight of the lower root.

## The zero-bandwidth limit of an exciton-phonon code

Take a code that solves the Dyson equation for Bethe-Salpeter excitons with the lowest-order phonon self-energy, built from the bare exciton propagator and kept frequency-dependent. Reduced to one site, one mode and zero temperature, it should return E± and this weight. A code that evaluates the same self-energy only at the bare exciton energy returns the energy −g²/w instead. A second-order cumulant code should return −g²/w and exp(−S) there, with replicas spaced by w; this is standard theory, quoted here as background to the theorems.

## From the coherent state to a cubic

Let cₙ be the amplitude of n phonons. The ladder operators act as (a c)ₙ = √(n+1) cₙ₊₁ and (a†c)ₙ = √n cₙ₋₁, with (a†c)₀ = 0, and H = w a†a + g(a + a†). Take

cₙ = exp(−S/2) (−g/w)ⁿ/√(n!)

Since √((n+1)!) = √(n+1) √(n!), we get a c = −(g/w) c. Hence

H c = −g a†c − (g²/w) c + g a†c = −(g²/w) c

The squares cₙ² = exp(−S) Sⁿ/n! sum to 1 by the exponential series, and c₀² = exp(−S).

For the Dyson equation, multiply by z − w to get z² − wz − g² = 0, whose roots are E±. Neither equals w, because g ≠ 0. Clearly R > w. Also

(w + 2g²/w)² = R² + 4g⁴/w² > R²

so R < w + 2g²/w, which is E₋ > −g²/w.

The propagator factorises as

G(z) = 1/(z − g²/(z − w)) = (z − w)/((z − E₋)(z − E₊))

Its residue at E₋ is (E₋ − w)/(E₋ − E₊) = (1 + w/R)/2, and R/w = √(1 + 4S).

Finally, exp(S) ≥ 1 + S gives exp(−S) ≤ 1/(1 + S). Put q = √(1 + 4S) > 1, so S = (q² − 1)/4. Then 1/(1 + S) < (q + 1)/(2q) follows from

(q + 1)(1 + S) − 2q = (q − 1)²(q + 3)/4 > 0

## The Lean source

```lean
import Mathlib

open Filter Topology

namespace DysonVersusCumulant

noncomputable section

/-- The phonon annihilation operator on number-state amplitudes. -/
def annihilate (c : ℕ → ℝ) : ℕ → ℝ := fun n => √((n : ℝ) + 1) * c (n + 1)

/-- The phonon creation operator on number-state amplitudes. -/
def create (c : ℕ → ℝ) : ℕ → ℝ
  | 0 => 0
  | n + 1 => √((n : ℝ) + 1) * c n

/-- The single-site exciton-phonon Hamiltonian `w a†a + g (a + a†)`, with the bare exciton
energy set to zero. -/
def hamiltonian (w g : ℝ) (c : ℕ → ℝ) : ℕ → ℝ := fun n =>
  w * create (annihilate c) n + g * (annihilate c n + create c n)

/-- The Huang-Rhys factor `S = g² / w²`, for `w ≠ 0`. -/
def huangRhys (w g : ℝ) : ℝ := g ^ 2 / w ^ 2

/-- The polaron state: a coherent state of phonons with displacement `-g/w`, for `w ≠ 0`. -/
def polaron (w g : ℝ) (n : ℕ) : ℝ :=
  Real.exp (-huangRhys w g / 2) * (-(g / w)) ^ n / √(n.factorial : ℝ)

/-- The one-phonon self-energy `g² / (z - w)`, for `z ≠ w`. -/
def selfEnergy (w g z : ℝ) : ℝ := g ^ 2 / (z - w)

/-- The one-phonon Dyson propagator `1 / (z - Σ(z))`, for `z ≠ w` and `z ≠ Σ(z)`. -/
def dysonGreen (w g z : ℝ) : ℝ := 1 / (z - selfEnergy w g z)

/-- The lower Dyson energy. -/
def dysonLower (w g : ℝ) : ℝ := (w - √(w ^ 2 + 4 * g ^ 2)) / 2

/-- The upper Dyson energy. -/
def dysonUpper (w g : ℝ) : ℝ := (w + √(w ^ 2 + 4 * g ^ 2)) / 2

/-- The polaron state is an eigenstate of the annihilation operator with eigenvalue `-g/w`. -/
theorem polaron_coherent (w g : ℝ) (n : ℕ) :
    annihilate (polaron w g) n = -(g / w) * polaron w g n := by
  have hs : √((n : ℝ) + 1) ≠ 0 := by positivity
  have hf : √(n.factorial : ℝ) ≠ 0 := by positivity
  unfold annihilate polaron
  rw [Nat.factorial_succ, Nat.cast_mul, Nat.cast_succ, Real.sqrt_mul (by positivity), pow_succ]
  generalize -(g / w) = k
  generalize Real.exp (-huangRhys w g / 2) = A
  rw [mul_div_assoc', mul_div_assoc', div_eq_div_iff (mul_ne_zero hs hf) hf]
  ring

/-- The phonon numbers in the polaron state follow a Poisson distribution with parameter `S`. -/
theorem polaron_poisson (w g : ℝ) (n : ℕ) :
    polaron w g n ^ 2 =
      Real.exp (-huangRhys w g) * (huangRhys w g ^ n / (n.factorial : ℝ)) := by
  have hE : Real.exp (-huangRhys w g / 2) ^ 2 = Real.exp (-huangRhys w g) := by
    rw [← Real.exp_nat_mul]
    congr 1
    push_cast
    ring
  have hk : ((-(g / w)) ^ n) ^ 2 = huangRhys w g ^ n := by
    rw [← pow_mul, mul_comm n 2, pow_mul, neg_sq, div_pow, huangRhys]
  unfold polaron
  rw [div_pow, mul_pow, hE, hk, Real.sq_sqrt (Nat.cast_nonneg _), mul_div_assoc]

/-- For `w ≠ 0` the polaron state is a normalised eigenstate of the Hamiltonian with energy
`-g²/w`, and its zero-phonon weight is `exp(-S)`. -/
theorem polaron_line {w : ℝ} (hw : w ≠ 0) (g : ℝ) :
    (∀ n, hamiltonian w g (polaron w g) n = -(g ^ 2 / w) * polaron w g n) ∧
    HasSum (fun n => polaron w g n ^ 2) 1 ∧
    polaron w g 0 ^ 2 = Real.exp (-huangRhys w g) := by
  have hwk : w * (g / w) = g := mul_div_cancel₀ g hw
  refine ⟨fun n => ?_, ?_, by simpa using polaron_poisson w g 0⟩
  · rcases n with _ | n
    · have h0 : √(((0 : ℕ) : ℝ) + 1) * polaron w g (0 + 1) = -(g / w) * polaron w g 0 :=
        polaron_coherent w g 0
      show w * 0 + g * (√(((0 : ℕ) : ℝ) + 1) * polaron w g (0 + 1) + 0) = _
      linear_combination g * h0
    · have h0 : √((n : ℝ) + 1) * polaron w g (n + 1) = -(g / w) * polaron w g n :=
        polaron_coherent w g n
      have h1 : √(((n + 1 : ℕ) : ℝ) + 1) * polaron w g (n + 1 + 1)
          = -(g / w) * polaron w g (n + 1) := polaron_coherent w g (n + 1)
      show w * (√((n : ℝ) + 1) * (√((n : ℝ) + 1) * polaron w g (n + 1))) +
        g * (√(((n + 1 : ℕ) : ℝ) + 1) * polaron w g (n + 1 + 1) +
          √((n : ℝ) + 1) * polaron w g n) = _
      linear_combination g * h1 + w * √((n : ℝ) + 1) * h0
        - √((n : ℝ) + 1) * polaron w g n * hwk
  · -- the Poisson weights sum to one by the exponential series
    have e : Real.exp (huangRhys w g) = ∑' n : ℕ, huangRhys w g ^ n / (n.factorial : ℝ) := by
      rw [Real.exp_eq_exp_ℝ, NormedSpace.exp_eq_tsum_div]
    have h := (Real.summable_pow_div_factorial (huangRhys w g)).hasSum.mul_left
      (Real.exp (-huangRhys w g))
    rw [← e, ← Real.exp_add, neg_add_cancel, Real.exp_zero] at h
    rw [funext (polaron_poisson w g)]
    exact h

/-- For `g ≠ 0` the one-phonon Dyson equation `z = g²/(z - w)` has exactly the lower and the
upper Dyson energy as its solutions. -/
theorem dyson_roots (w : ℝ) {g : ℝ} (hg : g ≠ 0) (z : ℝ) :
    (z ≠ w ∧ z = selfEnergy w g z) ↔ (z = dysonLower w g ∨ z = dysonUpper w g) := by
  have hR : √(w ^ 2 + 4 * g ^ 2) ^ 2 = w ^ 2 + 4 * g ^ 2 := Real.sq_sqrt (by positivity)
  constructor
  · rintro ⟨hz, h⟩
    unfold selfEnergy at h
    rw [eq_div_iff (sub_ne_zero.mpr hz)] at h
    have h2 : (z - dysonLower w g) * (z - dysonUpper w g) = 0 := by
      unfold dysonLower dysonUpper
      linear_combination h - (1 / 4) * hR
    exact (mul_eq_zero.mp h2).imp sub_eq_zero.mp sub_eq_zero.mp
  · intro h
    have hq : z * (z - w) = g ^ 2 := by
      rcases h with h | h
      · rw [h, dysonLower]
        linear_combination (1 / 4) * hR
      · rw [h, dysonUpper]
        linear_combination (1 / 4) * hR
    have hz : z ≠ w := by
      intro e
      rw [e, sub_self, mul_zero] at hq
      exact pow_ne_zero 2 hg hq.symm
    exact ⟨hz, (eq_div_iff (sub_ne_zero.mpr hz)).mpr hq⟩

/-- For `w > 0` the residue of the Dyson propagator at the lower Dyson energy is
`(1 + 1/√(1 + 4S)) / 2`. -/
theorem dyson_lower_weight {w : ℝ} (hw : 0 < w) (g : ℝ) :
    Tendsto (fun z => (z - dysonLower w g) * dysonGreen w g z) (𝓝[≠] (dysonLower w g))
      (𝓝 ((1 + 1 / √(1 + 4 * huangRhys w g)) / 2)) := by
  have hR : √(w ^ 2 + 4 * g ^ 2) ^ 2 = w ^ 2 + 4 * g ^ 2 := Real.sq_sqrt (by positivity)
  have hR0 : 0 < √(w ^ 2 + 4 * g ^ 2) := Real.sqrt_pos.mpr (by positivity)
  have hlw : dysonLower w g ≠ w := by
    unfold dysonLower
    intro h
    linarith
  have hlu : dysonLower w g - dysonUpper w g = -√(w ^ 2 + 4 * g ^ 2) := by
    unfold dysonLower dysonUpper
    ring
  have hq : √(1 + 4 * huangRhys w g) = √(w ^ 2 + 4 * g ^ 2) / w := by
    have e : 1 + 4 * huangRhys w g = (w ^ 2 + 4 * g ^ 2) / w ^ 2 := by
      rw [huangRhys, add_div, div_self (pow_ne_zero 2 hw.ne'), mul_div_assoc]
    rw [e, Real.sqrt_div (by positivity), Real.sqrt_sq hw.le]
  have hval : (dysonLower w g - w) / (dysonLower w g - dysonUpper w g)
      = (1 + 1 / √(1 + 4 * huangRhys w g)) / 2 := by
    have hc : w / √(w ^ 2 + 4 * g ^ 2) * √(w ^ 2 + 4 * g ^ 2) = w := div_mul_cancel₀ _ hR0.ne'
    rw [hq, one_div_div, hlu, div_eq_iff (neg_ne_zero.mpr hR0.ne'), dysonLower]
    linear_combination (1 / 2) * hc
  have hcont : ContinuousAt (fun z : ℝ => (z - w) / (z - dysonUpper w g)) (dysonLower w g) := by
    apply ContinuousAt.div (by fun_prop) (by fun_prop)
    rw [hlu]
    exact neg_ne_zero.mpr hR0.ne'
  rw [← hval]
  refine (hcont.tendsto.mono_left nhdsWithin_le_nhds).congr' ?_
  -- away from the pole the propagator factorises over the two roots
  filter_upwards [self_mem_nhdsWithin, nhdsWithin_le_nhds (isOpen_ne.mem_nhds hlw)] with z hz hzw
  have hz' : z - dysonLower w g ≠ 0 := sub_ne_zero.mpr hz
  have hzw' : z - w ≠ 0 := sub_ne_zero.mpr hzw
  have fac : z - g ^ 2 / (z - w)
      = (z - dysonLower w g) * (z - dysonUpper w g) / (z - w) := by
    rw [eq_div_iff hzw', sub_mul, div_mul_cancel₀ _ hzw']
    unfold dysonLower dysonUpper
    linear_combination (1 / 4) * hR
  unfold dysonGreen selfEnergy
  rw [fac, one_div_div, mul_div_assoc', mul_div_mul_left _ _ hz']

/-- For `w > 0` and `g ≠ 0` the lower Dyson energy lies above the polaron energy `-g²/w`, the two
Dyson energies are `√(w² + 4g²) > w` apart, and the lower Dyson weight exceeds `exp(-S)`. -/
theorem dyson_versus_exact {w g : ℝ} (hw : 0 < w) (hg : g ≠ 0) :
    -(g ^ 2 / w) < dysonLower w g ∧
    dysonUpper w g - dysonLower w g = √(w ^ 2 + 4 * g ^ 2) ∧
    w < √(w ^ 2 + 4 * g ^ 2) ∧
    Real.exp (-huangRhys w g) < (1 + 1 / √(1 + 4 * huangRhys w g)) / 2 := by
  have hg2 : 0 < g ^ 2 := by positivity
  refine ⟨?_, by unfold dysonLower dysonUpper; ring,
    (Real.lt_sqrt hw.le).mpr (by linarith), ?_⟩
  · have hu : 0 < g ^ 2 / w := div_pos hg2 hw
    have hwu : w * (g ^ 2 / w) = g ^ 2 := mul_div_cancel₀ _ hw.ne'
    have h : √(w ^ 2 + 4 * g ^ 2) < w + 2 * (g ^ 2 / w) := by
      rw [Real.sqrt_lt' (by linarith)]
      nlinarith [pow_pos hu 2]
    unfold dysonLower
    linarith
  · have hS : 0 < huangRhys w g := div_pos hg2 (pow_pos hw 2)
    generalize huangRhys w g = S at hS ⊢
    have h1 : Real.exp (-S) ≤ 1 / (1 + S) := by
      rw [Real.exp_neg, ← one_div]
      exact one_div_le_one_div_of_le (by linarith) (by linarith [Real.add_one_le_exp S])
    have hq : √(1 + 4 * S) ^ 2 = 1 + 4 * S := Real.sq_sqrt (by linarith)
    have hq1 : 1 < √(1 + 4 * S) := (Real.lt_sqrt zero_le_one).mpr (by linarith)
    generalize √(1 + 4 * S) = q at hq hq1 ⊢
    have hq0 : 0 < q := by linarith
    refine lt_of_le_of_lt h1 ?_
    rw [one_add_div hq0.ne', div_div, div_lt_div_iff₀ (by linarith) (by linarith)]
    -- the difference of the two sides is a positive cubic in `q = √(1 + 4S)`
    have e : (q + 1) * (1 + S) - 1 * (q * 2) = (q - 1) ^ 2 * (q + 3) / 4 := by
      linear_combination (-(q + 1) / 4) * hq
    have hpos : 0 < (q - 1) ^ 2 * (q + 3) :=
      mul_pos (pow_pos (by linarith) 2) (by linarith)
    linarith

end

end DysonVersusCumulant
```

```lean
#print axioms DysonVersusCumulant.polaron_line
#print axioms DysonVersusCumulant.dyson_roots
#print axioms DysonVersusCumulant.dyson_lower_weight
#print axioms DysonVersusCumulant.dyson_versus_exact
```

```
'DysonVersusCumulant.polaron_line' depends on axioms: [propext, Classical.choice, Quot.sound]
'DysonVersusCumulant.dyson_roots' depends on axioms: [propext, Classical.choice, Quot.sound]
'DysonVersusCumulant.dyson_lower_weight' depends on axioms: [propext, Classical.choice, Quot.sound]
'DysonVersusCumulant.dyson_versus_exact' depends on axioms: [propext, Classical.choice, Quot.sound]
```

## What the theorems say about the site

A state is a real sequence `ℕ → ℝ` of phonon-number amplitudes, with no cutoff; `hamiltonian` acts on it in the one-exciton sector, and `w` stands for the usual ħω. `polaron_line` gives the eigenvalue equation, the norm (through `HasSum`) and the zero-phonon weight, using `polaron_coherent` and `polaron_poisson`. `dyson_roots` proves that there are no other real roots. `dyson_lower_weight` states the residue as a limit over real z ≠ E₋, and obtains it from the factorised propagator by continuity. `dyson_versus_exact` collects the comparisons.

The algebra rests on `linear_combination`. In `dyson_roots`, the call `linear_combination h - (1 / 4) * hR` names the multiples of two known equations, z(z − w) = g² and R² = w² + 4g², whose sum is the goal (z − E₋)(z − E₊) = 0. Lean then checks a polynomial identity in which R is just another variable, so the square root needs no simplification.

The theorems do not show that the polaron is the ground state, or that the exact levels are spaced by w. Applying the numbers to a crystal also takes a physical step that the hypotheses leave open: neglecting exciton hopping and all but one phonon mode.
